# The Fermi factor links ⟨c†c(t)⟩ to the anticommutator spectrum for finite Hermitian H

A spectral function built from the anticommutator adds together the occupied and empty parts of each transition. For a Gibbs state on the full space, with all particle numbers included, the Fermi function at the known temperature separates them, so a code that has stored the spectral weights and their frequencies can get \(\langle c^\dagger c\rangle\) without a second set of weights. If it applies the Fermi function with the wrong sign of the frequency, it returns the empty part instead of the occupied part.

## Two correlation functions, one set of weights

Let \(H\) be a Hermitian matrix on a space of finite nonzero dimension, with orthonormal eigenvectors \(|m\rangle\) and energies \(E_m\), and let \(c\) be any matrix of the same size. Set \(\hbar=1\), take \(\beta\) and \(t\) real, and define

\[
c(t)=e^{iHt}c\,e^{-iHt},\qquad \langle X\rangle=\frac{\mathrm{Tr}(e^{-\beta H}X)}{\mathrm{Tr}\,e^{-\beta H}},\qquad p_m=\frac{e^{-\beta E_m}}{\sum_j e^{-\beta E_j}} .
\]

With \(\omega_{mk}=E_k-E_m\), \(f(x)=1/(e^{\beta x}+1)\) and \(A_{mk}=(p_m+p_k)|\langle m|c|k\rangle|^2\ge 0\),

\[
\langle c(t)c^\dagger+c^\dagger c(t)\rangle=\sum_{m,k}A_{mk}e^{-i\omega_{mk}t},\qquad
\langle c^\dagger c(t)\rangle=\sum_{m,k}f(\omega_{mk})A_{mk}e^{-i\omega_{mk}t}.
\]

## Occupations from a pole list in exact diagonalisation

For a small cluster, or an impurity with a few bath orbitals, a code can diagonalise \(H\) fully in all particle-number sectors, transform \(c\) to the eigenbasis, and store a position \(\omega_{mk}\) and a weight \(A_{mk}\) for each pair. The list gives the spectral function \(\sum A_{mk}\,\delta(\omega-\omega_{mk})\), and the same list gives the occupation \(\langle c^\dagger c\rangle=\sum f(\omega_{mk})A_{mk}\). In a grand-canonical run, \(H-\mu N\) takes the place of \(H\), where \(N\) is the particle number, so frequencies are measured from the chemical potential \(\mu\). The formula does not carry over to an average at fixed particle number: a single spinless level of energy \(\varepsilon\) that holds exactly one electron has occupation 1, but its one pole of weight 1 would give \(f(\varepsilon)<1\). The factor \(f\) belongs to the pole positions: applied after the poles have been broadened, it generally gives a different occupation.

## From matrix elements to the Fermi factor

In the eigenbasis the two exponentials in \(c(t)\) are diagonal, so

\[
\langle m|c(t)|k\rangle=e^{iE_mt}\langle m|c|k\rangle e^{-iE_kt}=e^{-i\omega_{mk}t}\langle m|c|k\rangle .
\]

The trace does not depend on the basis, hence \(\langle X\rangle=\sum_m p_m\langle m|X|m\rangle\). Inserting a complete set of states between the two operators gives

\[
\langle c(t)c^\dagger\rangle=\sum_{m,k}p_m|\langle m|c|k\rangle|^2e^{-i\omega_{mk}t},\qquad
\langle c^\dagger c(t)\rangle=\sum_{m,k}p_k|\langle m|c|k\rangle|^2e^{-i\omega_{mk}t}.
\]

In the second average the trace runs over \(k\) and the inserted states over \(m\). Adding the two gives the anticommutator formula. For the other, \(p_m=e^{\beta\omega_{mk}}p_k\), so

\[
p_m+p_k=(e^{\beta\omega_{mk}}+1)\,p_k,\qquad p_k=f(\omega_{mk})(p_m+p_k).
\]

At \(t=0\) the first formula becomes the sum rule \(\sum_{m,k}A_{mk}=\langle cc^\dagger+c^\dagger c\rangle\).

## Lean file for finite Hermitian matrices

```lean
import Mathlib

open Matrix

namespace FermionSpectralRepresentation

noncomputable section

variable {n : Type*} [Fintype n] [DecidableEq n] {H : Matrix n n ℂ}

/-- The thermal average `Tr(exp(-βH) X) / Tr exp(-βH)`, for Hermitian `H` on a nonzero space. -/
def thermalAvg (β : ℝ) (H X : Matrix n n ℂ) : ℂ :=
  (NormedSpace.exp ((-(β : ℂ)) • H) * X).trace / (NormedSpace.exp ((-(β : ℂ)) • H)).trace

/-- The Heisenberg operator `c(t) = exp(iHt) c exp(-iHt)`. -/
def evolve (H c : Matrix n n ℂ) (t : ℝ) : Matrix n n ℂ :=
  NormedSpace.exp ((Complex.I * t) • H) * c * NormedSpace.exp ((-(Complex.I * t)) • H)

/-- The matrix of `X` in the orthonormal eigenbasis of `H`. -/
def elt (hH : H.IsHermitian) (X : Matrix n n ℂ) : Matrix n n ℂ :=
  star (hH.eigenvectorUnitary : Matrix n n ℂ) * X * (hH.eigenvectorUnitary : Matrix n n ℂ)

/-- The energy difference `E_k - E_m`. -/
def gap (hH : H.IsHermitian) (m k : n) : ℝ := hH.eigenvalues k - hH.eigenvalues m

/-- The Gibbs probability `p_m` of eigenstate `m`, on a nonzero space. -/
def gibbs (β : ℝ) (hH : H.IsHermitian) (m : n) : ℝ :=
  Real.exp (-β * hH.eigenvalues m) / ∑ j, Real.exp (-β * hH.eigenvalues j)

/-- The Fermi function `f(x) = 1/(exp(βx) + 1)`. -/
def fermi (β x : ℝ) : ℝ := 1 / (Real.exp (β * x) + 1)

/-- The spectral weight `A_mk = (p_m + p_k) |⟨m|c|k⟩|²`. -/
def weight (β : ℝ) (hH : H.IsHermitian) (c : Matrix n n ℂ) (m k : n) : ℝ :=
  (gibbs β hH m + gibbs β hH k) * ‖elt hH c m k‖ ^ 2

/-- The phase `exp(-iωt)`. -/
def phase (ω t : ℝ) : ℂ := Complex.exp (-Complex.I * ω * t)

/-- Products of operators become products of their matrices in the energy basis. -/
theorem elt_mul (hH : H.IsHermitian) (X Y : Matrix n n ℂ) :
    elt hH (X * Y) = elt hH X * elt hH Y := by
  have h := Matrix.mem_unitaryGroup_iff.mp hH.eigenvectorUnitary.2
  unfold elt
  generalize (hH.eigenvectorUnitary : Matrix n n ℂ) = U at h ⊢
  calc star U * (X * Y) * U = star U * X * 1 * Y * U := by
        simp only [Matrix.mul_assoc, Matrix.one_mul]
    _ = star U * X * (U * star U) * Y * U := by rw [h]
    _ = _ := by simp only [Matrix.mul_assoc]

/-- In the energy basis `exp(zH)` is diagonal with entries `exp(z E_k)`. -/
theorem elt_exp (hH : H.IsHermitian) (z : ℂ) : elt hH (NormedSpace.exp (z • H)) =
    diagonal (fun k => Complex.exp (z * hH.eigenvalues k)) := by
  have h1 := Matrix.mem_unitaryGroup_iff.mp hH.eigenvectorUnitary.2
  have h2 := Matrix.mem_unitaryGroup_iff'.mp hH.eigenvectorUnitary.2
  have hs : H = (hH.eigenvectorUnitary : Matrix n n ℂ) *
      diagonal (fun k => (hH.eigenvalues k : ℂ)) *
      star (hH.eigenvectorUnitary : Matrix n n ℂ) := by
    have h := hH.spectral_theorem
    rw [Unitary.conjStarAlgAut_apply] at h
    exact h
  unfold elt
  generalize (hH.eigenvectorUnitary : Matrix n n ℂ) = U at h1 h2 hs ⊢
  generalize hH.eigenvalues = E at hs ⊢
  have hc : ∀ D : Matrix n n ℂ, star U * (U * D * star U) * U = D := fun D => by
    calc star U * (U * D * star U) * U = (star U * U) * D * (star U * U) := by
          simp only [Matrix.mul_assoc]
      _ = D := by rw [h2, Matrix.one_mul, Matrix.mul_one]
  have hi : U⁻¹ = star U := Matrix.inv_eq_right_inv h1
  have hd : diagonal (fun k => z * (E k : ℂ)) = z • diagonal (fun k => (E k : ℂ)) :=
    Matrix.diagonal_smul z _
  have hz : z • H = U * diagonal (fun k => z * (E k : ℂ)) * U⁻¹ := by
    rw [hd, hi, Matrix.mul_smul, Matrix.smul_mul, ← hs]
  -- the exponential passes through the change of basis
  rw [hz, Matrix.exp_conj _ _ ⟨⟨U, star U, h1, h2⟩, rfl⟩, Matrix.exp_diagonal, hi, hc]
  congr 1
  funext k
  rw [Complex.exp_eq_exp_ℂ]
  exact NormedSpace.map_exp (Pi.evalRingHom (fun _ : n => ℂ) k) (continuous_apply k) _

/-- A thermal average is the Gibbs-weighted sum of diagonal elements in the energy basis. -/
theorem thermalAvg_eq (hH : H.IsHermitian) (β : ℝ) (X : Matrix n n ℂ) :
    thermalAvg β H X = ∑ m, (gibbs β hH m : ℂ) * elt hH X m m := by
  have ht : ∀ Y : Matrix n n ℂ, Y.trace = (elt hH Y).trace := fun Y => by
    rw [elt, Matrix.trace_mul_comm, ← Matrix.mul_assoc,
      Matrix.mem_unitaryGroup_iff.mp hH.eigenvectorUnitary.2, Matrix.one_mul]
  rw [thermalAvg, ht (_ * X), ht (NormedSpace.exp _), elt_mul, elt_exp]
  simp only [Matrix.trace, Matrix.diag_apply, Matrix.diagonal_mul, Matrix.diagonal_apply_eq]
  rw [Finset.sum_div]
  refine Finset.sum_congr rfl fun m _ => ?_
  simp only [gibbs]
  push_cast
  ring

/-- The element `⟨m|c(t)|k⟩` is `⟨m|c|k⟩` times the phase of the energy `E_k - E_m`. -/
theorem elt_evolve (hH : H.IsHermitian) (c : Matrix n n ℂ) (t : ℝ) (m k : n) :
    elt hH (evolve H c t) m k = phase (gap hH m k) t * elt hH c m k := by
  have h : phase (gap hH m k) t = Complex.exp (Complex.I * t * hH.eigenvalues m) *
      Complex.exp (-(Complex.I * t) * hH.eigenvalues k) := by
    rw [phase, gap, ← Complex.exp_add]
    congr 1
    push_cast
    ring
  rw [evolve, elt_mul, elt_mul, elt_exp, elt_exp, Matrix.mul_diagonal, Matrix.diagonal_mul, h]
  ring

/-- Lehmann sums: `⟨c(t)c†⟩` and `⟨c†c(t)⟩` contain the same transitions and phases,
weighted by `p_m` and `p_k` respectively. -/
theorem lehmann (hH : H.IsHermitian) (β : ℝ) (c : Matrix n n ℂ) (t : ℝ) :
    thermalAvg β H (evolve H c t * cᴴ) = ∑ m, ∑ k,
      (gibbs β hH m : ℂ) * (‖elt hH c m k‖ : ℂ) ^ 2 * phase (gap hH m k) t ∧
    thermalAvg β H (cᴴ * evolve H c t) = ∑ m, ∑ k,
      (gibbs β hH k : ℂ) * (‖elt hH c m k‖ : ℂ) ^ 2 * phase (gap hH m k) t := by
  have ha : elt hH cᴴ = (elt hH c)ᴴ := by
    simp [elt, Matrix.mul_assoc, Matrix.star_eq_conjTranspose]
  have hn : ∀ z : ℂ, z * star z = (‖z‖ : ℂ) ^ 2 := fun z => by
    rw [Complex.star_def, Complex.mul_conj, Complex.normSq_eq_norm_sq]
    push_cast
    rfl
  rw [thermalAvg_eq hH, thermalAvg_eq hH]
  constructor
  · refine Finset.sum_congr rfl fun m _ => ?_
    rw [elt_mul, ha, Matrix.mul_apply, Finset.mul_sum]
    refine Finset.sum_congr rfl fun k _ => ?_
    rw [elt_evolve, Matrix.conjTranspose_apply, ← hn]
    ring
  · refine Eq.trans (Finset.sum_congr rfl fun k _ => ?_) Finset.sum_comm
    rw [elt_mul, ha, Matrix.mul_apply, Finset.mul_sum]
    refine Finset.sum_congr rfl fun m _ => ?_
    rw [elt_evolve, Matrix.conjTranspose_apply, ← hn]
    ring

/-- For Gibbs probabilities, `p_k` is the fraction `f(E_k - E_m)` of `p_m + p_k`. -/
theorem gibbs_eq_fermi (hH : H.IsHermitian) (β : ℝ) (m k : n) :
    gibbs β hH k = fermi β (gap hH m k) * (gibbs β hH m + gibbs β hH k) := by
  have h : Real.exp (β * gap hH m k) * Real.exp (-β * hH.eigenvalues k) =
      Real.exp (-β * hH.eigenvalues m) := by
    rw [← Real.exp_add, gap]
    congr 1
    ring
  have hp : Real.exp (β * gap hH m k) + 1 ≠ 0 := by positivity
  rw [fermi, div_mul_eq_mul_div, one_mul, eq_div_iff hp]
  simp only [gibbs]
  linear_combination (1 / ∑ j, Real.exp (-β * hH.eigenvalues j)) * h

/-- For Hermitian `H` and any matrix `c`, `⟨c(t)c† + c†c(t)⟩` is a sum of phases with weights
`A_mk ≥ 0`, and `⟨c†c(t)⟩` is the same sum with each term multiplied by `f(E_k - E_m)`. -/
theorem fluctuation_dissipation (hH : H.IsHermitian) (β : ℝ) (c : Matrix n n ℂ) (t : ℝ) :
    (∀ m k, 0 ≤ weight β hH c m k) ∧
    thermalAvg β H (evolve H c t * cᴴ + cᴴ * evolve H c t) =
      ∑ m, ∑ k, (weight β hH c m k : ℂ) * phase (gap hH m k) t ∧
    thermalAvg β H (cᴴ * evolve H c t) = ∑ m, ∑ k,
      (fermi β (gap hH m k) : ℂ) * (weight β hH c m k : ℂ) * phase (gap hH m k) t := by
  refine ⟨fun m k => ?_, ?_, ?_⟩
  · unfold weight gibbs
    positivity
  · have hadd : ∀ X Y : Matrix n n ℂ,
        thermalAvg β H (X + Y) = thermalAvg β H X + thermalAvg β H Y := fun X Y => by
      simp only [thermalAvg, Matrix.mul_add, Matrix.trace_add, add_div]
    rw [hadd, (lehmann hH β c t).1, (lehmann hH β c t).2]
    simp only [← Finset.sum_add_distrib]
    refine Finset.sum_congr rfl fun m _ => Finset.sum_congr rfl fun k _ => ?_
    simp only [weight]
    push_cast
    ring
  · rw [(lehmann hH β c t).2]
    refine Finset.sum_congr rfl fun m _ => Finset.sum_congr rfl fun k _ => ?_
    -- write p_k as the Fermi factor times p_m + p_k
    have h : (gibbs β hH k : ℂ) = (fermi β (gap hH m k) : ℂ) *
        ((gibbs β hH m : ℂ) + (gibbs β hH k : ℂ)) := by
      exact_mod_cast gibbs_eq_fermi hH β m k
    simp only [weight]
    push_cast
    linear_combination ((‖elt hH c m k‖ : ℂ) ^ 2 * phase (gap hH m k) t) * h

/-- Sum rule: the spectral weights add up to the thermal average of `cc† + c†c`. -/
theorem weight_sum (hH : H.IsHermitian) (β : ℝ) (c : Matrix n n ℂ) :
    ∑ m, ∑ k, (weight β hH c m k : ℂ) = thermalAvg β H (c * cᴴ + cᴴ * c) := by
  have h0 : evolve H c 0 = c := by simp [evolve, NormedSpace.exp_zero]
  -- evaluate the anticommutator at equal times
  have h := (fluctuation_dissipation hH β c 0).2.1
  rw [h0] at h
  simp only [phase, Complex.ofReal_zero, mul_zero, Complex.exp_zero, mul_one] at h
  exact h.symm

end

end FermionSpectralRepresentation
```

```lean
#print axioms FermionSpectralRepresentation.gibbs_eq_fermi
#print axioms FermionSpectralRepresentation.weight_sum
```

```
'FermionSpectralRepresentation.gibbs_eq_fermi' depends on axioms: [propext, Classical.choice, Quot.sound]
'FermionSpectralRepresentation.weight_sum' depends on axioms: [propext, Classical.choice, Quot.sound]
```

## Finite Hermitian H and any matrix c, but no continuum

`fluctuation_dissipation` states three things: the weights are nonnegative, and the two formulas hold. `weight_sum` is the sum rule. The hypothesis `hH` says that \(H\) is Hermitian, `cᴴ` is \(c^\dagger\), `elt hH c m k` is \(\langle m|c|k\rangle\), and `gap hH m k` is \(\omega_{mk}\). `thermalAvg` and `evolve` use the true matrix exponential.

The lemmas follow the derivation:

- `elt_mul` inserts \(UU^\dagger=1\), where \(U\) holds the eigenvectors, and `elt_exp` uses the spectral theorem to make the exponentials diagonal.
- `thermalAvg_eq` and `elt_evolve` supply the Gibbs sum and the phases.
- `lehmann` gives the two double sums; `Finset.sum_comm` reorders the second.
- `gibbs_eq_fermi` clears the denominator of \(f\). The main theorem multiplies this identity by \(|\langle m|c|k\rangle|^2\) and the phase through `linear_combination`.

Interactions in \(H\) are allowed, and \(c\) need not be fermionic: the Fermi function comes from the plus sign between the two orderings. When energies are degenerate, individual \(A_{mk}\) can depend on the chosen eigenbasis, while their total over a pair of levels does not.

The Lean theorem `fluctuation_dissipation` relates two equilibrium correlation functions; it contains no response to a perturbation, so it is not the fluctuation-dissipation theorem of linear response. It supports the step from spectral function to occupation in many-body calculations on a finite-dimensional space; continuous spectra, the thermodynamic limit and rounding errors need separate arguments.
